# The Uehling kernel equals −ln x to within 5/4 for 0 < x ≤ 1

A: Take an electron of mass \(m\) at distance \(r\) from a point charge \(Z\ge0\), in units of the elementary charge, with \(\hbar=c=1\) and fine-structure constant \(\alpha\). To first order in \(Z\), one-loop vacuum polarization multiplies the Coulomb energy \(-Z\alpha/r\) by \(1+\frac{2\alpha}{3\pi}K_1(2mr)\), where

\[
K_1(x)=\int_1^\infty w(t)\,e^{-xt}\,dt,\qquad w(t)=\Bigl(1+\frac{1}{2t^2}\Bigr)\frac{\sqrt{t^2-1}}{t^2}.
\]

For \(0<x\le 1\), \(|K_1(x)+\ln x|\le 5/4\). So for \(2mr\le 1\), replacing \(K_1(2mr)\) by \(-\ln(2mr)\) changes the energy by at most \(\frac{Z\alpha}{r}\cdot\frac{5\alpha}{6\pi}\).

Q: Is that really the Uehling potential in the Lean code, or something that resembles it?

A: It is the usual spectral formula, entered as a definition. The step from QED to that formula, through the one-loop polarization function and a static source, is assumed.

```lean
import Mathlib

open MeasureTheory Set

namespace UehlingLogarithm

noncomputable section

/-- The spectral weight of the one-loop vacuum polarization in the Uehling potential,
for `t ≥ 1`. -/
def weight (t : ℝ) : ℝ := (1 + 1 / (2 * t ^ 2)) * √(t ^ 2 - 1) / t ^ 2

/-- The Uehling kernel: the spectral weight integrated against `exp (-x t)` over `t > 1`,
for `x > 0`. -/
def K1 (x : ℝ) : ℝ := ∫ t in Ioi (1 : ℝ), weight t * Real.exp (-x * t)

/-- The exponential integral `E1`, for `x > 0`. -/
def E1 (x : ℝ) : ℝ := ∫ t in Ioi (1 : ℝ), Real.exp (-x * t) / t

/-- The potential energy of an electron of mass `m` at distance `r > 0` from a point charge `Z`,
with the Uehling correction, in units where `ħ = c = 1`; here `m > 0`. -/
def potential (Z α m r : ℝ) : ℝ :=
  -(Z * α / r) * (1 + 2 * α / (3 * Real.pi) * K1 (2 * m * r))
```

`weight` is \(w\), and `Ioi 1` is the interval \((1,\infty)\). `K1` is the Uehling kernel, not the modified Bessel function of that name. `E1` is the exponential integral \(E_1(x)=\int_1^\infty e^{-xt}\,dt/t\), which serves as the comparison function. All parameters are real numbers, so \(Z\) need not be an integer.

Q: Where does a logarithm come from, with that square root in the weight?

A: From the large-\(t\) behaviour \(w\approx 1/t\), which can be made quantitative: \(1/t-1/t^5\le w(t)\le 1/t\) for \(t\ge1\). After clearing denominators, the upper bound reads \((2t^2+1)\sqrt{t^2-1}\le 2t^3\). The square of the left side is \(4t^6-3t^2-1\), which is below \(4t^6\).

```lean
/-- For `t ≥ 1` the spectral weight is at most `1/t`. -/
theorem weight_le {t : ℝ} (ht : 1 ≤ t) : weight t ≤ 1 / t := by
  have h0 : 0 < t := by linarith
  have hs : √(t ^ 2 - 1) ^ 2 = t ^ 2 - 1 := Real.sq_sqrt (by nlinarith)
  -- compare squares after clearing denominators
  have h : (2 * t ^ 2 + 1) * √(t ^ 2 - 1) ≤ 2 * t ^ 3 := by
    refine (abs_le_of_sq_le_sq' ?_ (by positivity)).2
    rw [mul_pow, hs]
    nlinarith [sq_nonneg t]
  have e : 1 / t - weight t
      = (2 * t ^ 3 - (2 * t ^ 2 + 1) * √(t ^ 2 - 1)) / (2 * t ^ 4) := by
    unfold weight
    field_simp
  have : 0 ≤ 1 / t - weight t := by
    rw [e]
    exact div_nonneg (by linarith) (by positivity)
  linarith
```

The lower bound becomes \(2(t^4-1)\le t(2t^2+1)\sqrt{t^2-1}\). Both sides are non-negative, and the right side squared minus the left side squared is

\[
5t^4-t^2-4=(t^2-1)(5t^2+4)\ge 0.
\]

```lean
/-- For `t ≥ 1` the spectral weight is at least `1/t - 1/t^5`. -/
theorem le_weight {t : ℝ} (ht : 1 ≤ t) : 1 / t - 1 / t ^ 5 ≤ weight t := by
  have h0 : 0 < t := by linarith
  have h1 : 0 ≤ t ^ 2 - 1 := by nlinarith
  have hs : √(t ^ 2 - 1) ^ 2 = t ^ 2 - 1 := Real.sq_sqrt h1
  have h : 2 * (t ^ 4 - 1) ≤ t * (2 * t ^ 2 + 1) * √(t ^ 2 - 1) := by
    refine (abs_le_of_sq_le_sq' ?_ (by positivity)).2
    rw [mul_pow (t * (2 * t ^ 2 + 1)), hs]
    -- the difference of the squares is `(t^2 - 1) (5 t^2 + 4)`
    have : 0 ≤ (t ^ 2 - 1) * (5 * t ^ 2 + 4) := mul_nonneg h1 (by positivity)
    linarith
  have e : weight t - (1 / t - 1 / t ^ 5)
      = (t * (2 * t ^ 2 + 1) * √(t ^ 2 - 1) - 2 * (t ^ 4 - 1)) / (2 * t ^ 5) := by
    unfold weight
    field_simp
  have : 0 ≤ weight t - (1 / t - 1 / t ^ 5) := by
    rw [e]
    exact div_nonneg (by linarith) (by positivity)
  linarith
```

In both proofs `abs_le_of_sq_le_sq'` passes from squares back to the inequality, and `field_simp` checks the common denominator.

Q: Lean assigns zero to a divergent integral. Could the bounds be about such zeros?

A: No, both integrals converge for \(x>0\). On \(t>1\), \(e^{-xt}/t\le e^{-xt}\), which is integrable; and \(0\le w(t)e^{-xt}\le e^{-xt}/t\). `Integrable.mono'` is this domination argument.

```lean
/-- For `x > 0` the integral that defines `E1` converges. -/
theorem integrable_E1 {x : ℝ} (hx : 0 < x) :
    IntegrableOn (fun t : ℝ => Real.exp (-x * t) / t) (Ioi 1) := by
  refine Integrable.mono' (exp_neg_integrableOn_Ioi 1 hx)
    (Measurable.aestronglyMeasurable (by fun_prop))
    (ae_restrict_of_forall_mem measurableSet_Ioi fun t ht => ?_)
  have h1 : (1 : ℝ) < t := ht
  have h0 : 0 < t := by linarith
  rw [Real.norm_of_nonneg (by positivity)]
  exact div_le_self (Real.exp_pos _).le h1.le

/-- For `x > 0` the integral that defines the Uehling kernel converges. -/
theorem integrable_K1 {x : ℝ} (hx : 0 < x) :
    IntegrableOn (fun t : ℝ => weight t * Real.exp (-x * t)) (Ioi 1) := by
  have hs : Measurable fun t : ℝ => √(t ^ 2 - 1) :=
    Continuous.measurable (by fun_prop)
  have hw : Measurable weight :=
    ((by fun_prop : Measurable fun t : ℝ => 1 + 1 / (2 * t ^ 2)).mul hs).div
      (by fun_prop : Measurable fun t : ℝ => t ^ 2)
  refine Integrable.mono' (integrable_E1 hx)
    (hw.mul (by fun_prop : Measurable fun t : ℝ => Real.exp (-x * t))).aestronglyMeasurable
    (ae_restrict_of_forall_mem measurableSet_Ioi fun t ht => ?_)
  have h1 : (1 : ℝ) < t := ht
  have hn : 0 ≤ weight t := by unfold weight; positivity
  rw [Real.norm_of_nonneg (mul_nonneg hn (Real.exp_pos _).le)]
  have := mul_le_mul_of_nonneg_right (weight_le h1.le) (Real.exp_pos (-x * t)).le
  calc weight t * Real.exp (-x * t) ≤ 1 / t * Real.exp (-x * t) := this
    _ = Real.exp (-x * t) / t := by ring
```

Q: Then what does replacing \(w\) by \(1/t\) cost?

A: At most \(1/4\). Since \(e^{-xt}\le1\),

\[
0\le E_1(x)-K_1(x)\le\int_1^\infty \frac{e^{-xt}}{t^5}\,dt\le\int_1^\infty\frac{dt}{t^5}=\frac14 .
\]

Lean moves the loss to the other side, comparing \(e^{-xt}/t\) with \(w(t)e^{-xt}+t^{-5}\), and integrates with `setIntegral_mono_on`.

```lean
/-- For `x > 0` the Uehling kernel lies between `E1 x - 1/4` and `E1 x`. -/
theorem K1_between {x : ℝ} (hx : 0 < x) : E1 x - 1 / 4 ≤ K1 x ∧ K1 x ≤ E1 x := by
  have hE := integrable_E1 hx
  have hK := integrable_K1 hx
  have h5 : IntegrableOn (fun t : ℝ => t ^ (-5 : ℝ)) (Ioi 1) :=
    integrableOn_Ioi_rpow_of_lt (by norm_num) one_pos
  have h4 : ∫ t in Ioi (1 : ℝ), t ^ (-5 : ℝ) = 1 / 4 := by
    rw [integral_Ioi_rpow_of_lt (by norm_num) one_pos, Real.one_rpow]
    norm_num
  constructor
  · -- the weight loses at most `1/t^5`, whose integral is `1/4`
    have key : ∫ t in Ioi (1 : ℝ), Real.exp (-x * t) / t
        ≤ ∫ t in Ioi (1 : ℝ), (weight t * Real.exp (-x * t) + t ^ (-5 : ℝ)) := by
      refine setIntegral_mono_on hE (hK.add h5) measurableSet_Ioi fun t ht => ?_
      have h1 : (1 : ℝ) < t := ht
      have h0 : 0 < t := by linarith
      have hp : t ^ (-5 : ℝ) = 1 / t ^ 5 := by
        rw [Real.rpow_neg h0.le, one_div]
        norm_cast
      have he : Real.exp (-x * t) ≤ 1 := Real.exp_le_one_iff.mpr (by nlinarith)
      have a := mul_le_mul_of_nonneg_left (le_weight h1.le) (Real.exp_pos (-x * t)).le
      have b := mul_le_mul_of_nonneg_right he (by positivity : 0 ≤ 1 / t ^ 5)
      have c : Real.exp (-x * t) / t = Real.exp (-x * t) * (1 / t - 1 / t ^ 5)
          + Real.exp (-x * t) * (1 / t ^ 5) := by ring
      show Real.exp (-x * t) / t ≤ weight t * Real.exp (-x * t) + t ^ (-5 : ℝ)
      rw [hp, c]
      linarith
    rw [integral_add hK h5, h4] at key
    unfold E1 K1
    linarith
  · refine setIntegral_mono_on hK hE measurableSet_Ioi fun t ht => ?_
    have h1 : (1 : ℝ) < t := ht
    have := mul_le_mul_of_nonneg_right (weight_le h1.le) (Real.exp_pos (-x * t)).le
    calc weight t * Real.exp (-x * t) ≤ 1 / t * Real.exp (-x * t) := this
      _ = Real.exp (-x * t) / t := by ring
```

Q: And the logarithm itself?

A: Split \(E_1\) at \(t=1/x\), which is at least 1. On the head, \(1-xt\le e^{-xt}\le1\) gives \(1/t-x\le e^{-xt}/t\le1/t\), hence

\[
-\ln x-1+x\le\int_1^{1/x}\frac{e^{-xt}}{t}\,dt\le-\ln x .
\]

On the tail, \(1/t\le x\), so

\[
0\le\int_{1/x}^\infty\frac{e^{-xt}}{t}\,dt\le\int_{1/x}^\infty x\,e^{-xt}\,dt=e^{-1}.
\]

Adding the two and dropping the positive \(x\) gives \(-1\le E_1(x)+\ln x\le e^{-1}\). In the proof, `low` and `up` bound the head, while `t0`, `t1` and `t2` handle the tail.

```lean
/-- For `0 < x ≤ 1` the sum `E1 x + ln x` lies between `-1` and `exp (-1)`. -/
theorem E1_add_log {x : ℝ} (hx : 0 < x) (hx1 : x ≤ 1) :
    -1 ≤ E1 x + Real.log x ∧ E1 x + Real.log x ≤ Real.exp (-1) := by
  have hb : 1 ≤ x⁻¹ := (one_le_inv₀ hx).mpr hx1
  have hE := integrable_E1 hx
  have hT := hE.mono_set (Ioi_subset_Ioi hb)
  -- split the integral at `t = 1/x`
  have split : E1 x = (∫ t in (1 : ℝ)..x⁻¹, Real.exp (-x * t) / t)
      + ∫ t in Ioi x⁻¹, Real.exp (-x * t) / t := by
    rw [intervalIntegral.integral_of_le hb, E1, ← Ioc_union_Ioi_eq_Ioi hb]
    exact setIntegral_union (Set.disjoint_left.mpr fun t h1 h2 => not_lt_of_ge h1.2 h2)
      measurableSet_Ioi (hE.mono_set Ioc_subset_Ioi_self) hT
  have hne : ∀ t ∈ uIcc 1 x⁻¹, t ≠ 0 := fun t ht => by
    rw [uIcc_of_le hb] at ht
    have h0 : 0 < t := by linarith [ht.1]
    exact h0.ne'
  have i1 : IntervalIntegrable (fun t : ℝ => 1 / t) volume 1 x⁻¹ :=
    (continuousOn_const.div continuousOn_id hne).intervalIntegrable
  have i2 : IntervalIntegrable (fun t : ℝ => Real.exp (-x * t) / t) volume 1 x⁻¹ :=
    (ContinuousOn.div (by fun_prop) continuousOn_id hne).intervalIntegrable
  have i3 : IntervalIntegrable (fun _ : ℝ => x) volume 1 x⁻¹ := intervalIntegrable_const
  have hlog : ∫ t in (1 : ℝ)..x⁻¹, 1 / t = -Real.log x := by
    rw [integral_one_div_of_pos one_pos (inv_pos.mpr hx), div_one, Real.log_inv]
  -- the head gives the logarithm
  have up : ∫ t in (1 : ℝ)..x⁻¹, Real.exp (-x * t) / t ≤ ∫ t in (1 : ℝ)..x⁻¹, 1 / t := by
    refine intervalIntegral.integral_mono_on hb i2 i1 fun t ht => ?_
    have h0 : 0 < t := by linarith [ht.1]
    exact div_le_div_of_nonneg_right (Real.exp_le_one_iff.mpr (by nlinarith)) h0.le
  have low : ∫ t in (1 : ℝ)..x⁻¹, (1 / t - x)
      ≤ ∫ t in (1 : ℝ)..x⁻¹, Real.exp (-x * t) / t := by
    refine intervalIntegral.integral_mono_on hb (i1.sub i3) i2 fun t ht => ?_
    have h0 : 0 < t := by linarith [ht.1]
    rw [le_div_iff₀ h0, sub_mul, one_div, inv_mul_cancel₀ h0.ne']
    linarith [Real.add_one_le_exp (-x * t)]
  rw [intervalIntegral.integral_sub i1 i3, hlog, intervalIntegral.integral_const,
    smul_eq_mul, sub_mul, inv_mul_cancel₀ hx.ne'] at low
  rw [hlog] at up
  -- the tail is non-negative and at most `exp (-1)`
  have t0 : 0 ≤ ∫ t in Ioi x⁻¹, Real.exp (-x * t) / t := by
    refine setIntegral_nonneg measurableSet_Ioi fun t ht => ?_
    have h0 : 0 < t := (inv_pos.mpr hx).trans ht
    positivity
  have t1 : ∫ t in Ioi x⁻¹, Real.exp (-x * t) / t
      ≤ ∫ t in Ioi x⁻¹, x * Real.exp (-x * t) := by
    refine setIntegral_mono_on hT ((exp_neg_integrableOn_Ioi x⁻¹ hx).const_mul x)
      measurableSet_Ioi fun t ht => ?_
    have h2 : x⁻¹ < t := ht
    have h0 : 0 < t := (inv_pos.mpr hx).trans h2
    have h3 : 1 ≤ x * t := by
      have := mul_le_mul_of_nonneg_left h2.le hx.le
      rwa [mul_inv_cancel₀ hx.ne'] at this
    rw [div_le_iff₀ h0]
    nlinarith [Real.exp_pos (-x * t)]
  have t2 : ∫ t in Ioi x⁻¹, x * Real.exp (-x * t) = Real.exp (-1) := by
    rw [integral_const_mul, integral_exp_mul_Ioi (by linarith), neg_mul,
      mul_inv_cancel₀ hx.ne']
    field_simp
  rw [t2] at t1
  rw [split]
  constructor <;> linarith
```

Combining this with the previous comparison gives \(-5/4\le K_1(x)+\ln x\le e^{-1}\le 5/4\).

```lean
/-- For `0 < x ≤ 1` the Uehling kernel equals `-ln x` up to an error of at most `5/4`. -/
theorem abs_K1_add_log_le {x : ℝ} (hx : 0 < x) (hx1 : x ≤ 1) :
    |K1 x + Real.log x| ≤ 5 / 4 := by
  obtain ⟨a, b⟩ := K1_between hx
  obtain ⟨c, d⟩ := E1_add_log hx hx1
  have e : Real.exp (-1) ≤ 1 := Real.exp_le_one_iff.mpr (by norm_num)
  exact abs_le.mpr ⟨by linarith, by linarith⟩
```

Q: How does that become a statement about energy?

A: Subtract the logarithmic form from the potential. The Coulomb terms cancel, leaving

\[
-\frac{Z\alpha}{r}\,\frac{2\alpha}{3\pi}\bigl(K_1(2mr)+\ln(2mr)\bigr),
\]

and \(\frac{2\alpha}{3\pi}\cdot\frac54=\frac{5\alpha}{6\pi}\). The theorem assumes \(Z,\alpha\ge0\), \(m,r>0\) and \(2mr\le1\), which means distances up to half the electron's reduced Compton wavelength.

```lean
/-- For `Z, α ≥ 0`, `m, r > 0` and `2 m r ≤ 1`, the potential differs from the Coulomb potential
times `1 - (2α/3π) ln (2 m r)` by at most `(Z α / r) · 5α/(6π)`. -/
theorem potential_short_distance {Z α m r : ℝ} (hZ : 0 ≤ Z) (hα : 0 ≤ α) (hm : 0 < m)
    (hr : 0 < r) (h : 2 * m * r ≤ 1) :
    |potential Z α m r
      - -(Z * α / r) * (1 - 2 * α / (3 * Real.pi) * Real.log (2 * m * r))|
      ≤ Z * α / r * (5 * α / (6 * Real.pi)) := by
  have hπ := Real.pi_pos
  have hc : 0 ≤ Z * α / r * (2 * α / (3 * Real.pi)) := by positivity
  have e : potential Z α m r
      - -(Z * α / r) * (1 - 2 * α / (3 * Real.pi) * Real.log (2 * m * r))
      = -(Z * α / r * (2 * α / (3 * Real.pi)) * (K1 (2 * m * r) + Real.log (2 * m * r))) := by
    unfold potential
    ring
  rw [e, abs_neg, abs_mul, abs_of_nonneg hc]
  calc _ ≤ Z * α / r * (2 * α / (3 * Real.pi)) * (5 / 4) :=
        mul_le_mul_of_nonneg_left (abs_K1_add_log_le (by positivity) h) hc
    _ = Z * α / r * (5 * α / (6 * Real.pi)) := by ring

end

end UehlingLogarithm
```

```lean
#print axioms UehlingLogarithm.abs_K1_add_log_le
-- 'UehlingLogarithm.abs_K1_add_log_le' depends on axioms: [propext, Classical.choice, Quot.sound]
#print axioms UehlingLogarithm.potential_short_distance
-- 'UehlingLogarithm.potential_short_distance' depends on axioms: [propext, Classical.choice, Quot.sound]
```

Q: At \(2mr=1\) the logarithm vanishes. What is left?

A: Only a bound on the size of the correction. The bound guarantees that the logarithm dominates once \(|\ln(2mr)|\) is well above \(5/4\). It does not give the limit of \(K_1(x)+\ln x\) as \(x\to0\), which is \(\ln 2-\gamma-\frac56\approx-0.72\), with Euler's constant \(\gamma\approx0.577\); that value is not proved here.

Q: Where would I meet this?

A: In relativistic atomic-structure calculations that add the Uehling potential to the nuclear attraction: the bound describes its behaviour near the nucleus for a point charge, at one loop and first order in \(Z\), whereas a nucleus of finite size changes the potential there.
